# Displacing a bounded inversion-symmetric Fermi sea by $q$ gives momentum $Vq$ and adds $V\|q\|^2$ to the kinetic integral

A: Wave vectors $k$ live in $\mathbb{R}^d$ with the Euclidean inner product $\langle\cdot,\cdot\rangle$, its norm $\|\cdot\|$ and Lebesgue measure $dk$. The dimension $d$ is any natural number. The occupied states form a set $A$, and the sea displaced by a vector $q$ is $A+q=\{k+q : k\in A\}$. To each region I attach three quantities,
$$V(A)=\int_A dk,\qquad P(A)=\int_A k\,dk,\qquad T(A)=\int_A\|k\|^2\,dk ,$$
and $V$ alone means $V(A)$. The region is inversion symmetric if $k\in A$ implies $-k\in A$. In Lean the space is `K d`, the displaced set is `drift A q`, and $V$, $P$, $T$ are `vol`, `momentum`, `kinetic`.

```lean
import Mathlib

open MeasureTheory Metric

namespace DriftingFermiSea

noncomputable section

/-- Wave-vector space in `d` dimensions. -/
abbrev K (d : ℕ) := EuclideanSpace ℝ (Fin d)

variable {d : ℕ}

/-- The occupied region `A` displaced rigidly by the drift vector `q`, that is `A + q`. -/
def drift (A : Set (K d)) (q : K d) : Set (K d) := (fun k => k + q) '' A

/-- The volume of the occupied region, as a real number. -/
def vol (A : Set (K d)) : ℝ := (volume : Measure (K d)).real A

/-- The total momentum integral `∫_A k dk` of the occupied region. -/
def momentum (A : Set (K d)) : K d := ∫ k in A, k

/-- The kinetic integral `∫_A ‖k‖² dk` of the occupied region. -/
def kinetic (A : Set (K d)) : ℝ := ∫ k in A, ‖k‖ ^ 2

/-- The occupied region is symmetric under the inversion `k ↦ -k`. -/
def InversionSymmetric (A : Set (K d)) : Prop := ∀ k ∈ A, -k ∈ A
```

Q: I see no $\hbar$, no mass and no density of states. In what sense are these a momentum and an energy?

A: They differ from the physical densities by constant factors. Take non-interacting fermions of mass $m$ and spin degeneracy $g$ in the infinite-volume limit, with single-particle energy $\hbar^2\|k\|^2/2m$, and set $c=g/(2\pi)^d$. The particle density is $n=cV$, the momentum density is $p=c\hbar P$, and the kinetic energy density is $e=c\,\hbar^2T/2m$. The definitions fix three idealisations. Occupation is sharp, one inside $A$ and zero outside, so thermal smearing is absent. The dispersion is the isotropic parabola, so band structure is absent. The sum over the allowed $k$ of a finite cell has been replaced by an integral.

Q: The definitions accept any set at all. For all of $\mathbb{R}^d$ with $d\ge1$ the integrals diverge, and Lean would still print an equation.

A: Lean gives the value $0$ to the integral of a non-integrable function, and `vol` turns an infinite measure into $0$, so an equation about an arbitrary set could be empty. Every theorem below about $P$ or $T$ therefore concerns a bounded region, the hypothesis `Bornology.IsBounded A`, which says that no state beyond some finite wave number is occupied. The closure of a bounded set in $\mathbb{R}^d$ is compact, a continuous function is integrable on a compact set, and integrability passes to the subset $A$. The first lemma is that argument, read off from `isCompact_closure`, `integrableOn_compact` and `mono_set`. It covers $k$, $\|k\|^2$ and the constants, and for the constant $1$ it amounts to finite volume.

```lean
/-- A continuous function of the wave vector is integrable over a bounded region. -/
theorem integrable_of_bounded {F : Type*} [NormedAddCommGroup F] {f : K d → F}
    (hf : Continuous f) {A : Set (K d)} (hA : Bornology.IsBounded A) :
    Integrable f (volume.restrict A) :=
  (hf.continuousOn.integrableOn_compact hA.isCompact_closure).mono_set subset_closure
```

Q: A textbook statement would also require $A$ to be measurable. Where did that go?

A: The proof does not use it, so it is not assumed. Mathlib defines `volume A` for every set, as the outer measure, and defines the restriction of the measure to every set. For measurable $A$ these are the ordinary volume and the ordinary integral over $A$, so the physical case is included without any change of meaning.

Q: Then derive the shift formulas the way I would, and show me that Lean does the same thing.

A: Substitute $k=k'+q$, whose Jacobian is $1$. For any function $f$ of the wave vector,
$$\int_{A+q} f(k)\,dk=\int_A f(k+q)\,dk .$$
This is `integral_drift`. The unit Jacobian appears as `measurePreserving_add_right`, and `Homeomorph.addRight q` supplies the fact that the translation is a measurable embedding. The companion `volume_drift` states that $A+q$ and $A$ have the same measure. Later proofs do not call it, but it is what shows that the two seas being compared hold the same particle density.

```lean
/-- Integrating `f k` over the displaced region is integrating `f (k + q)` over the
original one. -/
theorem integral_drift {F : Type*} [NormedAddCommGroup F] [NormedSpace ℝ F]
    (f : K d → F) (A : Set (K d)) (q : K d) :
    ∫ k in drift A q, f k = ∫ k in A, f (k + q) :=
  (measurePreserving_add_right volume q).setIntegral_image_emb
    (Homeomorph.addRight q).measurableEmbedding f A

/-- The displaced region has the same volume as the original one. -/
theorem volume_drift (A : Set (K d)) (q : K d) : volume (drift A q) = volume A := by
  unfold drift
  rw [Set.image_add_right, measure_preimage_add_right]
```

A: With $f(k)=k$,
$$P(A+q)=\int_A (k+q)\,dk=\int_A k\,dk+q\int_A dk=P(A)+Vq .$$
In `momentum_drift`, `h3` is the substitution, `h4` splits the integral using the integrability statements `h1` and `h2`, and `setIntegral_const` evaluates the integral of the constant $q$ as `vol A • q`.

```lean
/-- Displacing a bounded region by `q` adds `vol(A) q` to its momentum. -/
theorem momentum_drift {A : Set (K d)} (hA : Bornology.IsBounded A) (q : K d) :
    momentum (drift A q) = momentum A + vol A • q := by
  have h1 : Integrable (fun k : K d => k) (volume.restrict A) :=
    integrable_of_bounded continuous_id hA
  have h2 : Integrable (fun _ : K d => q) (volume.restrict A) :=
    integrable_of_bounded continuous_const hA
  have h3 : momentum (drift A q) = ∫ k in A, k + q :=
    integral_drift (fun k : K d => k) A q
  have h4 : ∫ k in A, k + q = (∫ k in A, k) + ∫ _ in A, q := integral_add h1 h2
  rw [h3, h4, setIntegral_const]
  rfl
```

A: With $f(k)=\|k\|^2$, expand $\|k+q\|^2=\|k\|^2+2\langle q,k\rangle+\|q\|^2$ and integrate term by term. The fixed vector $q$ comes out of the middle integral, $\int_A\langle q,k\rangle\,dk=\langle q,P(A)\rangle$, and so
$$T(A+q)=T(A)+2\langle q,P(A)\rangle+V\|q\|^2 .$$
In `kinetic_drift`, `e0` is the substitution, `hsq` is the expansion of the square, `e1` and `e2` are the two splittings, and `e3` moves the inner product through the integral. Neither shift formula uses symmetry.

```lean
/-- Displacing a bounded region by `q` adds `2 ⟨q, P⟩ + vol(A) ‖q‖²` to its kinetic
integral, where `P` is the momentum of the original region. -/
theorem kinetic_drift {A : Set (K d)} (hA : Bornology.IsBounded A) (q : K d) :
    kinetic (drift A q)
      = kinetic A + 2 * inner ℝ q (momentum A) + vol A * ‖q‖ ^ 2 := by
  have h0 : Integrable (fun k : K d => k) (volume.restrict A) :=
    integrable_of_bounded continuous_id hA
  have h1 : Integrable (fun k : K d => ‖k‖ ^ 2) (volume.restrict A) :=
    integrable_of_bounded (continuous_norm.pow 2) hA
  have h2 : Integrable (fun k : K d => 2 * inner ℝ q k) (volume.restrict A) :=
    integrable_of_bounded (continuous_const.mul (continuous_const.inner continuous_id)) hA
  have h3 : Integrable (fun _ : K d => ‖q‖ ^ 2) (volume.restrict A) :=
    integrable_of_bounded continuous_const hA
  -- expand the square under the integral
  have hsq : ∀ k : K d, ‖k + q‖ ^ 2 = ‖k‖ ^ 2 + 2 * inner ℝ q k + ‖q‖ ^ 2 := by
    intro k
    rw [norm_add_sq_real, real_inner_comm]
  have e0 : kinetic (drift A q) = ∫ k in A, ‖k + q‖ ^ 2 :=
    integral_drift (fun k : K d => ‖k‖ ^ 2) A q
  have e1 : ∫ k in A, (‖k‖ ^ 2 + 2 * inner ℝ q k + ‖q‖ ^ 2)
      = (∫ k in A, (‖k‖ ^ 2 + 2 * inner ℝ q k)) + ∫ _ in A, ‖q‖ ^ 2 :=
    integral_add (h1.add h2) h3
  have e2 : ∫ k in A, (‖k‖ ^ 2 + 2 * inner ℝ q k)
      = (∫ k in A, ‖k‖ ^ 2) + ∫ k in A, 2 * inner ℝ q k :=
    integral_add h1 h2
  -- the integral of ⟨q, k⟩ is the inner product of q with the momentum
  have e3 : ∫ k in A, inner ℝ q k = inner ℝ q (momentum A) := integral_inner h0 q
  rw [e0]
  simp_rw [hsq]
  rw [e1, e2, integral_const_mul, e3, setIntegral_const, smul_eq_mul]
  rfl
```

Q: Your symmetry condition runs one way only. It says that $-A$ lies inside $A$, and I would have written $-A=A$.

A: The two are equivalent, because inversion is its own inverse. If $k\in A$ then $-k\in A$, and $k=-(-k)$ lies in $-A$. The step `himg` proves the equality of sets in just this way. Inversion preserves volume, so substituting $k\to-k$ gives
$$P(A)=\int_{-A}k\,dk=\int_A(-k)\,dk=-P(A),$$
hence $2P(A)=0$ and $P(A)=0$. In Lean `h` is the substitution, rewriting with `himg` and `integral_neg` turns it into $P=-P$, `h2` is $2P=0$, and the last line discards the alternative $2=0$. The theorem also records that $k$ is integrable over $A$. Physically the symmetry is a postulate about the undisplaced sea, namely that every occupied state has its partner of opposite wave vector occupied; it is not derived from a Hamiltonian.

```lean
/-- On a bounded inversion-symmetric region the wave vector is integrable and the total
momentum vanishes. -/
theorem momentum_symmetric {A : Set (K d)} (hA : Bornology.IsBounded A)
    (hs : InversionSymmetric A) :
    Integrable (fun k : K d => k) (volume.restrict A) ∧ momentum A = 0 := by
  refine ⟨integrable_of_bounded continuous_id hA, ?_⟩
  have himg : (fun k : K d => -k) '' A = A := by
    ext k
    constructor
    · rintro ⟨x, hx, rfl⟩
      exact hs x hx
    · intro hk
      exact ⟨-k, hs k hk, neg_neg k⟩
  -- the substitution k ↦ -k turns the momentum into its negative
  have h : ∫ k in (fun k : K d => -k) '' A, k = ∫ k in A, -k :=
    (Measure.measurePreserving_neg (volume : Measure (K d))).setIntegral_image_emb
      (Homeomorph.neg (K d)).measurableEmbedding (fun k : K d => k) A
  rw [himg, integral_neg] at h
  have h2 : (2 : ℝ) • momentum A = 0 := by
    rw [two_smul]
    exact eq_neg_iff_add_eq_zero.mp h
  exact (smul_eq_zero.mp h2).resolve_left two_ne_zero
```

Q: Read me the main statement in words, with nothing added.

A: For every dimension $d$, every bounded inversion-symmetric set $A\subset\mathbb{R}^d$ and every vector $q$,
$$P(A+q)=Vq,\qquad T(A+q)=T(A)+V\|q\|^2 .$$
The proof of `drifting_sea` inserts $P(A)=0$ into the two shift formulas, which removes the first term of one and the cross term of the other. There is no smallness condition on $q$, and the region need be neither a sphere nor connected. For $V>0$, dividing by the density gives a mean momentum $\hbar q$ per particle, a drift velocity $\hbar q/m$, and an extra energy $\hbar^2\|q\|^2/2m$ per particle. For a non-interacting gas with parabolic dispersion and sharp occupation, this is the energy that a rigid displacement of the Fermi sea adds when it sets up a uniform current.

```lean
/-- A bounded inversion-symmetric region displaced by `q` has momentum `vol(A) q`, and its
kinetic integral exceeds that of the original region by exactly `vol(A) ‖q‖²`. -/
theorem drifting_sea {A : Set (K d)} (hA : Bornology.IsBounded A)
    (hs : InversionSymmetric A) (q : K d) :
    momentum (drift A q) = vol A • q ∧
      kinetic (drift A q) = kinetic A + vol A * ‖q‖ ^ 2 := by
  have h0 := (momentum_symmetric hA hs).2
  constructor
  · rw [momentum_drift hA, h0, zero_add]
  · rw [kinetic_drift hA, h0, inner_zero_right, mul_zero, add_zero]
```

Q: That sounds like a claim about the current-carrying state of jellium, and I doubt that so little input settles it.

A: The claim is narrower. The displacement is rigid by definition, so the theorem compares two prescribed occupations. It does not say that $A+q$ minimises the energy at fixed density and momentum, it contains no interaction term, and it says nothing about how the drift is produced or how it decays.

Q: Is inversion symmetry really what the quadratic law depends on? Only the cross term had to vanish.

A: Symmetry is sufficient, and the exact condition is weaker. For bounded $A$, the law $T(A+q)=T(A)+V\|q\|^2$ holds for all $q$ if and only if $P(A)=0$. If $P(A)=0$ the cross term is absent for every $q$. Conversely, choose $q=P(A)$ and compare with the general formula, which leaves $2\langle P(A),P(A)\rangle=0$ and so $P(A)=0$. In `quadratic_law_iff`, `h1` is that choice of $q$, `linarith` does the comparison, and `inner_self_eq_zero` finishes. As an illustration that no theorem here treats, an equilateral triangle in the plane with its centroid at the origin has $P=0$ without being inversion symmetric.

```lean
/-- For a bounded region, the kinetic integral grows by exactly `vol(A) ‖q‖²` for every
drift `q` if and only if the momentum of the region vanishes. -/
theorem quadratic_law_iff {A : Set (K d)} (hA : Bornology.IsBounded A) :
    (∀ q, kinetic (drift A q) = kinetic A + vol A * ‖q‖ ^ 2) ↔ momentum A = 0 := by
  constructor
  · intro h
    -- drift along the momentum itself
    have h1 := h (momentum A)
    rw [kinetic_drift hA] at h1
    have h2 : inner ℝ (momentum A) (momentum A) = 0 := by linarith
    exact inner_self_eq_zero.mp h2
  · intro h0 q
    rw [kinetic_drift hA, h0, inner_zero_right, mul_zero, add_zero]
```

Q: I would rather express the excess through the momentum that the sea carries than through $q$.

A: For symmetric $A$ with $V>0$, use $P(A+q)=Vq$ to write $\|P(A+q)\|^2/V=V^2\|q\|^2/V=V\|q\|^2$. Therefore
$$T(A+q)=T(A)+\frac{\|P(A+q)\|^2}{V}.$$
The hypothesis `hV` says that the density is positive, and the step `h` uses it to cancel one factor of $V$. With the prefactors restored, and $p$ the momentum density of the displaced sea, the excess energy density is $\|p\|^2/2mn$, the kinetic energy of a mass density $mn$ moving as a whole.

```lean
/-- For a bounded inversion-symmetric region of positive volume, the excess kinetic
integral of the displaced region is `‖P‖² / vol(A)`, with `P` its momentum. -/
theorem kinetic_excess_momentum {A : Set (K d)} (hA : Bornology.IsBounded A)
    (hs : InversionSymmetric A) (hV : 0 < vol A) (q : K d) :
    kinetic (drift A q) = kinetic A + ‖momentum (drift A q)‖ ^ 2 / vol A := by
  obtain ⟨hP, hE⟩ := drifting_sea hA hs q
  have h : vol A ^ 2 * ‖q‖ ^ 2 / vol A = vol A * ‖q‖ ^ 2 := by
    rw [div_eq_iff hV.ne']
    ring
  rw [hP, hE, norm_smul, mul_pow, Real.norm_eq_abs, sq_abs, h]
```

Q: The uniform gas has a sphere. Does your abstract set reduce to it?

A: Let $B(q,k_F)=\{k:\|k-q\|<k_F\}$ be the open ball, `ball q kF` in Lean, with $k_F$ the Fermi wave number, and let $V$ be the volume of $B(0,k_F)$. Three facts are needed. First, $B(0,k_F)+q=B(q,k_F)$, since $k=x+q$ with $\|x\|<k_F$ means $\|k-q\|<k_F$; this is `hd`. Second, $\|-k\|=\|k\|$ makes $B(0,k_F)$ symmetric; this is `hs`. Third, a ball is bounded. Then `drifting_sea` gives
$$P(B(q,k_F))=Vq,\qquad T(B(q,k_F))=T(B(0,k_F))+V\|q\|^2 .$$
The radius is any real number; for $k_F\le0$ the balls are empty and both sides of each equation are zero. The theorem leaves $V$ and $T(B(0,k_F))$ as integrals and does not evaluate them in terms of $k_F$, nor does it relate $k_F$ to the density.

```lean
/-- The Fermi ball of radius `kF` centred at `q` has momentum `V q`, and its kinetic
integral exceeds that of the ball centred at the origin, of volume `V`, by `V ‖q‖²`. -/
theorem drifting_fermi_ball (kF : ℝ) (q : K d) :
    momentum (ball q kF) = vol (ball (0 : K d) kF) • q ∧
      kinetic (ball q kF)
        = kinetic (ball (0 : K d) kF) + vol (ball (0 : K d) kF) * ‖q‖ ^ 2 := by
  have hd : drift (ball (0 : K d) kF) q = ball q kF := by
    ext k
    constructor
    · rintro ⟨x, hx, rfl⟩
      show x + q ∈ ball q kF
      rw [mem_ball_iff_norm, add_sub_cancel_right]
      exact mem_ball_zero_iff.mp hx
    · intro hk
      exact ⟨k - q, mem_ball_zero_iff.mpr (mem_ball_iff_norm.mp hk), sub_add_cancel k q⟩
  have hs : InversionSymmetric (ball (0 : K d) kF) := by
    intro k hk
    rw [mem_ball_zero_iff, norm_neg]
    exact mem_ball_zero_iff.mp hk
  rw [← hd]
  exact drifting_sea isBounded_ball hs q

end

end DriftingFermiSea
```

```lean
#print axioms DriftingFermiSea.volume_drift
#print axioms DriftingFermiSea.quadratic_law_iff
#print axioms DriftingFermiSea.kinetic_excess_momentum
#print axioms DriftingFermiSea.drifting_fermi_ball
```

```
'DriftingFermiSea.volume_drift' depends on axioms: [propext, Classical.choice, Quot.sound]
'DriftingFermiSea.quadratic_law_iff' depends on axioms: [propext, Classical.choice, Quot.sound]
'DriftingFermiSea.kinetic_excess_momentum' depends on axioms: [propext, Classical.choice, Quot.sound]
'DriftingFermiSea.drifting_fermi_ball' depends on axioms: [propext, Classical.choice, Quot.sound]
```
